# On a periodic grid of prime length p, the Fourier coefficients at nonzero wave number, suitably ordered, are a cyclic convolution of length p − 1 plus the sample at the origin

## Five points on a ring

Take samples $f(0),\dots,f(4)$ on a ring of five points and write $w=e^{-2\pi i/5}$. The Fourier coefficient at wave number $k$ is $\hat f(k)=\sum_x f(x)\,w^{xk}$, and only $xk$ modulo 5 matters.

The powers of 2 modulo 5 run through $1,2,4,3$ and then return to 1. List the samples in that order, and the wave numbers in the order of the inverse powers, $1,3,4,2$. Then

$$
\begin{pmatrix}\hat f(1)-f(0)\\ \hat f(3)-f(0)\\ \hat f(4)-f(0)\\ \hat f(2)-f(0)\end{pmatrix}
=\begin{pmatrix} w^1&w^2&w^4&w^3\\ w^3&w^1&w^2&w^4\\ w^4&w^3&w^1&w^2\\ w^2&w^4&w^3&w^1\end{pmatrix}
\begin{pmatrix} f(1)\\ f(2)\\ f(4)\\ f(3)\end{pmatrix}.
$$

Each row is the previous one moved one place to the right, with wrap-around. The matrix is circulant, so it acts as a cyclic convolution. In the natural order $1,2,3,4$ it is not circulant. The reordering works because it turns multiplication of grid labels into addition of exponents.

## The identity for any prime

Let $p$ be prime and let $g$ be a generator of the nonzero residues modulo $p$: every nonzero residue is a power of $g$. Every prime has such a $g$, a standard fact that is not proved here. For samples $f$ on a ring of $p$ points, write $\hat f(k)=\sum_x f(x)\,e^{-2\pi i xk/p}$. Then for every integer $q$,

$$\hat f(g^{-q})=f(0)+\sum_{m=0}^{p-2} f(g^m)\,e^{-2\pi i\,g^{m-q}/p},$$

where powers of $g$ are taken modulo $p$. As $q$ runs over $0,\dots,p-2$, each nonzero wave number occurs exactly once. The remaining coefficient, $\hat f(0)$, is the plain sum of the samples.

For a single particle on a one-dimensional Born–von Karman ring with a prime number $p$ of cells and one orbital per cell, $\hat f$ gives the unnormalised Bloch amplitudes of the site amplitudes $f$. At the nonzero wave numbers, the identity therefore rewrites that change of basis as a convolution plus the constant $f(0)$.

## Derivation by counting exponents

Write $e_N(n)=e^{-2\pi i n/N}$ for $N\ge 1$ and integer $n$.

**The phase sees only residues.** Exponentials multiply, so $e_N(a+b)=e_N(a)e_N(b)$. For integer $j$, $e_N(n+Nj)=e_N(n)e^{-2\pi i j}=e_N(n)$. If $x$ and $k$ are represented by integers in $0,\dots,p-1$, their ordinary product differs from its remainder modulo $p$ by a multiple of $p$, so both give the same phase.

**Each nonzero wave number occurs once.** There are $p-1$ nonzero residues and $g$ generates them, so $g$ has order $p-1$. Given $k\neq0$, its inverse is $g^q$ for some $0\le q<p-1$, hence $k=g^{-q}$. If two exponents $s<t$ in this range gave the same $k$, then $g^{t-s}=1$ with $0<t-s<p-1$, which contradicts the order.

**The grid splits.** By the same count, the grid consists of 0 and the distinct points $g^0,\dots,g^{p-2}$. For any function $F$ on the grid,
$$\sum_x F(x)=F(0)+\sum_{m=0}^{p-2}F(g^m).$$

**Insert the transform.** Put $F(x)=f(x)\,e_p(xk)$ with $k=g^{-q}$. The origin contributes $f(0)$, and $x=g^m$ gives $xk=g^{m-q}$. This is the identity.

## Transforming the convolution

Define the kernel $b(n)=e_p(g^{-n})$. Since $g^{p-1}=1$, it has period $p-1$, and the identity reads
$$\hat f(g^{-q})-f(0)=\sum_{m=0}^{p-2}f(g^m)\,b(q-m).$$

Now take any $N\ge1$, any sequence $a$ and any $N$-periodic $b$. Since $qr=mr+(q-m)r$, the length-$N$ transform of their convolution at index $r$ is
$$\sum_{q=0}^{N-1}\sum_{m=0}^{N-1}a(m)b(q-m)e_N(qr)=\sum_{m=0}^{N-1}a(m)e_N(mr)\sum_{q=0}^{N-1}F(q-m),$$
where now $F(n)=b(n)e_N(nr)$. This $F$ is $N$-periodic. Moving the summation window one step to the left adds one value and removes the value one period later, which is equal. Thus the inner sum is $\sum_{q=0}^{N-1}F(q)$ for every $m$, and the double sum factorises into the transform of $a$ times the transform of $b$.

With $N=p-1$, the transform of $q\mapsto\hat f(g^{-q})-f(0)$ is the product of the transforms of the reordered samples and of the kernel. This is the algebra behind Rader's fast Fourier transform; operation counts and the inverse transform that would recover $\hat f$ from the product are left untreated.

## Reading the Lean statements

A grid point or wave number is an element of `ZMod p`, and `x.val` is its representative in $0,\dots,p-1$. `gridDFT` multiplies these representatives as ordinary integers, so the reduction modulo $p$ is a theorem and not part of the definition. The sign in the exponent is negative and there is no prefactor $1/p$ or $1/\sqrt p$.

The type `(ZMod p)ˣ` contains the invertible residues, which for prime $p$ are the nonzero ones. Negative powers of `g` make sense there, and the outer annotation `: ZMod p` returns the result to the grid. The hypothesis `hg` says that every unit is an integer power of `g`. A generator is thus given, not constructed; `generator_witness` supplies one for $p=5$.

In `wave_number_cover`, `∃!` expresses that exactly one natural number `q` below `p - 1` works. In `rader_reindexing`, `q` is any integer. `cyclicDFT` reads its sequence only at $0,\dots,N-1$, while `raderKernel` is the function $b$ above. The statements include $p=2$, where the convolution has a single term.

```lean
import Mathlib

open Finset

namespace RaderReindexing

noncomputable section

/-- The Fourier phase `exp(-2πi n/N)` on a cycle of `N ≥ 1` points. -/
def phase (N : ℕ) (n : ℤ) : ℂ :=
  Complex.exp (-(2 * (Real.pi : ℂ) * Complex.I * n / N))

/-- The discrete Fourier transform of `f` on a periodic grid of `p` points,
at wave number `k`. -/
def gridDFT {p : ℕ} [NeZero p] (f : ZMod p → ℂ) (k : ZMod p) : ℂ :=
  ∑ x, f x * phase p ((x.val : ℤ) * k.val)

/-- The Fourier transform of length `N ≥ 1` of a sequence, taken over the
indices `0, ..., N - 1`. -/
def cyclicDFT (N : ℕ) (a : ℤ → ℂ) (r : ℤ) : ℂ :=
  ∑ m ∈ range N, a m * phase N (m * r)

/-- The Rader kernel `n ↦ exp(-2πi g^(-n)/p)` of a unit `g` modulo `p ≥ 1`. -/
def raderKernel {p : ℕ} (g : (ZMod p)ˣ) (n : ℤ) : ℂ :=
  phase p (((g ^ (-n) : (ZMod p)ˣ) : ZMod p).val)

/-- The phase of a sum of indices is the product of the phases. -/
theorem phase_add (N : ℕ) (a b : ℤ) :
    phase N (a + b) = phase N a * phase N b := by
  unfold phase
  rw [← Complex.exp_add]
  congr 1
  push_cast
  ring

/-- On a cycle of `N ≥ 1` points the phase is unchanged when the index moves by
a multiple of `N`. -/
theorem phase_add_period {N : ℕ} (hN : N ≠ 0) (n j : ℤ) :
    phase N (n + N * j) = phase N n := by
  have hN' : (N : ℂ) ≠ 0 := Nat.cast_ne_zero.mpr hN
  have e : (N : ℂ) * (j : ℂ) / N = j := mul_div_cancel_left₀ _ hN'
  unfold phase
  rw [Complex.exp_eq_exp_iff_exists_int]
  refine ⟨-j, ?_⟩
  push_cast
  linear_combination (-(2 * (Real.pi : ℂ) * Complex.I)) * e

/-- The phase between position `x` and wave number `k` depends only on their
product modulo `p`. -/
theorem phase_val_mul {p : ℕ} [NeZero p] (x k : ZMod p) :
    phase p ((x.val : ℤ) * k.val) = phase p ((x * k).val) := by
  have h := Nat.mod_add_div (x.val * k.val) p
  rw [← ZMod.val_mul x k] at h
  have h2 : (x.val : ℤ) * k.val
      = ((x * k).val : ℤ) + p * ((x.val * k.val / p : ℕ) : ℤ) := by
    exact_mod_cast h.symm
  rw [h2, phase_add_period (NeZero.ne p)]

variable {p : ℕ} [Fact p.Prime] {g : (ZMod p)ˣ}

/-- For a prime number `p` of grid points and a generator `g` of the units, every
nonzero wave number is `g^(-q)` for exactly one `q` with `0 ≤ q < p - 1`. -/
theorem wave_number_cover (hg : ∀ x, x ∈ Subgroup.zpowers g)
    {k : ZMod p} (hk : k ≠ 0) :
    ∃! q : ℕ, q < p - 1 ∧ ((g ^ (-(q : ℤ)) : (ZMod p)ˣ) : ZMod p) = k := by
  classical
  have ord : orderOf g = p - 1 := by
    rw [orderOf_eq_card_of_forall_mem_zpowers hg, Nat.card_eq_fintype_card,
      ZMod.card_units]
  -- the discrete logarithm of the inverse wave number
  have hmem : (Units.mk0 k hk)⁻¹ ∈ image (fun i => g ^ i) (range (orderOf g)) := by
    rw [IsCyclic.image_range_orderOf hg]
    exact mem_univ _
  obtain ⟨q, hq, h⟩ := mem_image.1 hmem
  have hq' := mem_range.1 hq
  refine ⟨q, ⟨ord ▸ hq', ?_⟩, ?_⟩
  · rw [zpow_neg, zpow_natCast, h, inv_inv]
    rfl
  · rintro s ⟨hs, h'⟩
    have hu : g ^ (-(s : ℤ)) = Units.mk0 k hk := Units.ext h'
    rw [zpow_neg, zpow_natCast] at hu
    have hs' : g ^ s = (Units.mk0 k hk)⁻¹ := by rw [← hu, inv_inv]
    exact pow_injOn_Iio_orderOf (Set.mem_Iio.2 (hs.trans_eq ord.symm))
      (Set.mem_Iio.2 hq') (hs'.trans h.symm)

/-- For prime `p` and a generator `g` of the units, a sum over the grid is the
term at the origin plus the sum over the powers `g^m` with `0 ≤ m < p - 1`. -/
theorem sum_over_powers (hg : ∀ x, x ∈ Subgroup.zpowers g) (F : ZMod p → ℂ) :
    ∑ x, F x = F 0 + ∑ m ∈ range (p - 1), F ((g ^ m : (ZMod p)ˣ) : ZMod p) := by
  classical
  have huniv : (univ : Finset (ZMod p)) = insert 0
      (image (fun m : ℕ => ((g ^ m : (ZMod p)ˣ) : ZMod p)) (range (p - 1))) := by
    ext x
    simp only [mem_univ, mem_insert, mem_image, mem_range, true_iff]
    by_cases hx : x = 0
    · exact Or.inl hx
    · obtain ⟨m, ⟨hm, h⟩, _⟩ := wave_number_cover hg (inv_ne_zero hx)
      rw [zpow_neg, zpow_natCast, Units.val_inv_eq_inv_val] at h
      exact Or.inr ⟨m, hm, inv_injective h⟩
  have h0 : (0 : ZMod p) ∉
      image (fun m : ℕ => ((g ^ m : (ZMod p)ˣ) : ZMod p)) (range (p - 1)) := by
    intro h
    obtain ⟨m, _, hm⟩ := mem_image.1 h
    exact (g ^ m).ne_zero hm
  rw [huniv, sum_insert h0, sum_image]
  -- distinct exponents below `p - 1` give distinct grid points
  intro m hm n hn h
  have hmn : g ^ m = g ^ n := Units.ext h
  refine (wave_number_cover hg (g ^ (-(m : ℤ))).ne_zero).unique
    ⟨mem_range.1 hm, rfl⟩ ⟨mem_range.1 hn, ?_⟩
  simp only [zpow_neg, zpow_natCast, hmn]

/-- Rader reindexing: for prime `p` and a generator `g` of the units, the
transform at wave number `g^(-q)` is
`f(0) + ∑ f(g^m) exp(-2πi g^(m-q)/p)`, summed over `0 ≤ m < p - 1`. -/
theorem rader_reindexing (hg : ∀ x, x ∈ Subgroup.zpowers g)
    (f : ZMod p → ℂ) (q : ℤ) :
    gridDFT f ((g ^ (-q) : (ZMod p)ˣ) : ZMod p) =
      f 0 + ∑ m ∈ range (p - 1), f ((g ^ m : (ZMod p)ˣ) : ZMod p) *
        phase p (((g ^ ((m : ℤ) - q) : (ZMod p)ˣ) : ZMod p).val) := by
  unfold gridDFT
  simp only [phase_val_mul]
  rw [sum_over_powers hg]
  congr 1
  · simp [phase]
  · refine sum_congr rfl fun m _ => ?_
    -- multiplication of grid points becomes addition of exponents
    rw [← Units.val_mul, ← zpow_natCast g m, ← zpow_add, ← sub_eq_add_neg]

/-- The sum of an `N`-periodic function over one period is unchanged by a shift of its argument from
`q` to `q - m`, for a natural number `m`. -/
theorem sum_cyclic_shift {N : ℕ} (F : ℤ → ℂ) (hF : ∀ n, F (n + N) = F n) (m : ℕ) :
    ∑ q ∈ range N, F ((q : ℤ) - m) = ∑ q ∈ range N, F q := by
  induction m with
  | zero => simp
  | succ m ih =>
    rw [← ih]
    have h1 := sum_range_succ (fun q : ℕ => F ((q : ℤ) - (m + 1 : ℕ))) N
    have h2 := sum_range_succ' (fun q : ℕ => F ((q : ℤ) - (m + 1 : ℕ))) N
    have h3 : F ((N : ℤ) - (m + 1 : ℕ)) = F (((0 : ℕ) : ℤ) - (m + 1 : ℕ)) := by
      rw [← hF (((0 : ℕ) : ℤ) - (m + 1 : ℕ))]
      exact congrArg F (by omega)
    have h4 : ∀ q : ℕ, F (((q + 1 : ℕ) : ℤ) - (m + 1 : ℕ)) = F ((q : ℤ) - m) := by
      intro q
      exact congrArg F (by omega)
    simp only [h4] at h2
    linear_combination h2 - h1 - h3

/-- Cyclic convolution theorem: for `N ≥ 1` and an `N`-periodic kernel `b`, the
transform of the convolution of `a` with `b` is the product of their transforms. -/
theorem cyclicDFT_convolution {N : ℕ} (hN : N ≠ 0) (a b : ℤ → ℂ)
    (hb : ∀ n, b (n + N) = b n) (r : ℤ) :
    cyclicDFT N (fun q => ∑ m ∈ range N, a m * b (q - m)) r =
      cyclicDFT N a r * cyclicDFT N b r := by
  have hF : ∀ m : ℕ, ∑ q ∈ range N, b ((q : ℤ) - m) * phase N (((q : ℤ) - m) * r)
      = ∑ q ∈ range N, b q * phase N (q * r) :=
    sum_cyclic_shift (fun n => b n * phase N (n * r)) (fun n => by
      show b (n + N) * phase N ((n + N) * r) = b n * phase N (n * r)
      rw [hb, add_mul, phase_add_period hN])
  unfold cyclicDFT
  calc ∑ q ∈ range N, (∑ m ∈ range N, a m * b ((q : ℤ) - m)) * phase N (q * r)
      = ∑ q ∈ range N, ∑ m ∈ range N, (a m * phase N (m * r)) *
          (b ((q : ℤ) - m) * phase N (((q : ℤ) - m) * r)) := by
        refine sum_congr rfl fun q _ => ?_
        rw [sum_mul]
        refine sum_congr rfl fun m _ => ?_
        have h : phase N ((q : ℤ) * r)
            = phase N ((m : ℤ) * r) * phase N (((q : ℤ) - m) * r) := by
          rw [← phase_add]
          congr 1
          ring
        rw [h]
        ring
    _ = ∑ m ∈ range N, ∑ q ∈ range N, (a m * phase N (m * r)) *
          (b ((q : ℤ) - m) * phase N (((q : ℤ) - m) * r)) := sum_comm
    _ = _ := by
        rw [sum_mul]
        refine sum_congr rfl fun m _ => ?_
        rw [← mul_sum, hF]

/-- For prime `p` and a generator `g` of the units, the transform of length `p - 1` of
`q ↦ gridDFT f (g^(-q)) - f 0` is the product of the transforms of the reordered samples `f(g^m)`
and of the Rader kernel. -/
theorem rader_convolution (hg : ∀ x, x ∈ Subgroup.zpowers g)
    (f : ZMod p → ℂ) (r : ℤ) :
    cyclicDFT (p - 1)
        (fun q => gridDFT f ((g ^ (-q) : (ZMod p)ˣ) : ZMod p) - f 0) r =
      cyclicDFT (p - 1) (fun m => f ((g ^ m : (ZMod p)ˣ) : ZMod p)) r *
        cyclicDFT (p - 1) (raderKernel g) r := by
  have hN : p - 1 ≠ 0 := by
    have := (Fact.out : p.Prime).two_le
    omega
  -- Fermat's little theorem makes the kernel periodic
  have hb : ∀ n : ℤ, raderKernel g (n + ((p - 1 : ℕ) : ℤ)) = raderKernel g n := by
    intro n
    unfold raderKernel
    rw [neg_add, zpow_add, zpow_neg g ((p - 1 : ℕ) : ℤ), zpow_natCast,
      ZMod.units_pow_card_sub_one_eq_one, inv_one, mul_one]
  rw [← cyclicDFT_convolution hN _ _ hb]
  congr 1
  funext q
  rw [rader_reindexing hg, add_sub_cancel_left]
  refine sum_congr rfl fun m _ => ?_
  simp only [raderKernel, neg_sub, zpow_natCast]

/-- On the grid of five points, `2` (with inverse `3`) generates the units. -/
theorem generator_witness : ∀ x : (ZMod 5)ˣ,
    x ∈ Subgroup.zpowers (⟨2, 3, by decide, by decide⟩ : (ZMod 5)ˣ) := by
  intro x
  have : Fact (1 < 5) := ⟨by norm_num⟩
  have h : ∀ a : ZMod 5, a ≠ 0 → ∃ n : Fin 4, (2 : ZMod 5) ^ (n : ℕ) = a := by
    decide
  obtain ⟨n, hn⟩ := h x x.ne_zero
  refine Subgroup.mem_zpowers_iff.2 ⟨((n : ℕ) : ℤ), Units.ext ?_⟩
  rw [zpow_natCast, Units.val_pow_eq_pow_val]
  exact hn

end

end RaderReindexing
```

```lean
#print axioms RaderReindexing.wave_number_cover
#print axioms RaderReindexing.rader_convolution
```

```
'RaderReindexing.wave_number_cover' depends on axioms: [propext, Classical.choice, Quot.sound]
'RaderReindexing.rader_convolution' depends on axioms: [propext, Classical.choice, Quot.sound]
```

## From residues to the Rader formula in Lean

`phase_add` is the addition law of the exponential. `phase_add_period` uses the criterion that two complex exponentials agree when their arguments differ by an integer multiple of $2\pi i$; the integer here is `-j`. `phase_val_mul` writes the product of representatives as remainder plus multiple of $p$, using `Nat.mod_add_div`, and then removes the multiple.

`wave_number_cover` first finds the order of `g` by counting units. It then looks up the inverse of `k` among the powers below that order, which gives existence. Uniqueness comes from `pow_injOn_Iio_orderOf`: powers with exponents below the order are distinct.

`sum_over_powers` writes the grid as 0 inserted into the set of powers. Coverage follows by applying `wave_number_cover` to the inverse of a nonzero point. `sum_insert` separates the origin, and `sum_image` changes the summation variable to the exponent, with distinctness taken from the same lemma.

`rader_reindexing` combines these results. After the split, `simp` evaluates the phase at the origin, and `zpow_add` turns the product of grid points into a sum of exponents.

## Shifting the window and factorising in Lean

`sum_cyclic_shift` proves the window argument by induction on the shift `m`. It splits a sum of $N+1$ terms twice: `h1` separates the last term and `h2` the first. Periodicity, in `h3`, makes those end terms equal, and `linear_combination` compares the two splittings.

`cyclicDFT_convolution` follows the double-sum calculation: its `calc` block splits the phase, exchanges the sums with `sum_comm`, and replaces each shifted inner sum by the unshifted one through `hF`.

`rader_convolution` obtains the kernel's period from Fermat's little theorem, `ZMod.units_pow_card_sub_one_eq_one`. It then applies the convolution theorem and uses `rader_reindexing` to identify the convolution with $\hat f(g^{-q})-f(0)$.

For `generator_witness`, `decide` checks that each nonzero residue modulo 5 is $2^n$ for some $n<4$, the ordering used in the five-point matrix.
